# Cubic anisotropy below the Landau transition: 2ⁿ diagonal minimizers for v > 0, 2n axis minimizers for v < 0, when the quartic term is stable

Which directions does an $n$-component order parameter choose when it orders in a cubic environment? To answer this in a Landau model one must first decide what it means for a direction to be chosen. Here it means global minimization: a state is selected if no other state has a lower free energy. Being a stationary point, or a merely metastable state, is not enough.

The free energy is
$$F(x)=a\,S+u\,S^2+v\,Q,\qquad S=\sum_i x_i^2,\quad Q=\sum_i x_i^4 ,$$
with $a<0$, so that the disordered state $x=0$ is unstable for $n\ge 1$. The coefficient $u$ belongs to the isotropic quartic term, and $v$ measures the cubic anisotropy. If $v>0$ and $nu+v>0$, the minimizers are the $2^n$ points with every $x_i^2=-a/(2(nu+v))$. If $v<0$, $u+v>0$ and $n\ge1$, they are the $2n$ points on the coordinate axes with $S=-a/(2(u+v))$. For $n=1$ the two descriptions coincide.

## The free energy and its lowest states

```lean
import Mathlib

open Finset

namespace CubicAnisotropy

noncomputable section

variable {n : ℕ} {a u v : ℝ}
```

The last line declares a natural number $n$ and real numbers $a,u,v$. The curly braces let Lean infer them from context. No signs are fixed yet; each theorem states its own.

```lean
/-- Landau free energy of an `n`-component order parameter with cubic anisotropy `v`:
`a |x|² + u |x|⁴ + v ∑ xᵢ⁴`, where `|x|² = ∑ xᵢ²`. -/
def landau (a u v : ℝ) (x : Fin n → ℝ) : ℝ :=
  a * (∑ i, x i ^ 2) + u * (∑ i, x i ^ 2) ^ 2 + v * ∑ i, x i ^ 4
```

The type `Fin n → ℝ` is that of real $n$-tuples: a function assigning a real number to each index $0,\dots,n-1$. The definition `landau` is $F$ as written above, without prefactors such as $1/2$ or $1/4$, and this convention fixes the numerical factors in the results. The squared Euclidean length is spelled out as a sum because Lean's built-in norm on such functions is the largest absolute component.

```lean
/-- The order parameter `x` has the lowest free energy among all order parameters. -/
def IsGlobalMin (a u v : ℝ) (x : Fin n → ℝ) : Prop :=
  ∀ y : Fin n → ℝ, landau a u v x ≤ landau a u v y
```

`IsGlobalMin a u v x` is the proposition $F(x)\le F(y)$ for all $y$. It permits ties, as it must when symmetry-related states share the lowest value.

## The two signs of a component

```lean
/-- The two square roots `√q` and `-√q` of a number `q ≥ 0`, labelled by a sign. -/
def branch (q : ℝ) : Bool → ℝ
  | true => √q
  | false => -√q
```

`Bool` has the two values `true` and `false`, used here as labels for the roots $+\sqrt q$ and $-\sqrt q$.

```lean
/-- For `q ≥ 0`, a component has square `q` exactly when it is one of the two roots. -/
theorem sq_eq_iff_branch {q : ℝ} (hq : 0 ≤ q) (t : ℝ) :
    t ^ 2 = q ↔ ∃ b, t = branch q b := by
  have hs := Real.sq_sqrt hq
  constructor
  · intro h
    have h0 : (t - √q) * (t + √q) = 0 := by linear_combination h - hs
    rcases mul_eq_zero.1 h0 with h1 | h1
    · exact ⟨true, by change t = √q; linarith⟩
    · exact ⟨false, by change t = -√q; linarith⟩
  · rintro ⟨b, rfl⟩
    cases b
    · change (-√q) ^ 2 = q
      rw [neg_sq, hs]
    · exact hs
```

For $q\ge0$, $t^2=q$ holds exactly when $t$ is one of the two roots. From $t^2=q$ and $(\sqrt q)^2=q$ one gets $(t-\sqrt q)(t+\sqrt q)=0$, so one factor vanishes. The tactic `linear_combination` checks this subtraction of the two equations. Squaring either root gives the converse.

```lean
/-- For `q > 0` the two signs give different roots. -/
theorem branch_injective {q : ℝ} (hq : 0 < q) : Function.Injective (branch q) := by
  have hp := Real.sqrt_pos.2 hq
  intro b c h
  cases b <;> cases c
  · rfl
  · change -√q = √q at h
    linarith
  · change √q = -√q at h
    linarith
  · rfl
```

If $q>0$, then $\sqrt q>0$, so $\sqrt q=-\sqrt q$ is impossible. Different labels therefore give different roots, which the counting needs later.

## Two ways to complete the square

```lean
/-- If `a = -2(nu+v)q`, the free energy is a constant plus `u` times the square of the summed
deviations `xᵢ² - q` and `v` times the sum of their squares. -/
theorem landau_diagonal_form {q : ℝ} (hq : a = -2 * (n * u + v) * q) (x : Fin n → ℝ) :
    landau a u v x = -(n * (n * u + v) * q ^ 2)
      + u * (∑ i, (x i ^ 2 - q)) ^ 2 + v * ∑ i, (x i ^ 2 - q) ^ 2 := by
  have h1 : ∑ i, (x i ^ 2 - q) = (∑ i, x i ^ 2) - n * q := by
    simp [Finset.sum_sub_distrib]
  have h2 : ∑ i, (x i ^ 2 - q) ^ 2
      = (∑ i, x i ^ 4) - 2 * q * (∑ i, x i ^ 2) + n * q ^ 2 := by
    have h : ∀ i, (x i ^ 2 - q) ^ 2 = x i ^ 4 - 2 * q * x i ^ 2 + q ^ 2 := by
      intro i; ring
    simp only [h, Finset.sum_add_distrib, Finset.sum_sub_distrib, ← Finset.mul_sum,
      Finset.sum_const, Finset.card_univ, Fintype.card_fin, nsmul_eq_mul]
  rw [landau, h1, h2, hq]
  ring
```

Suppose $a=-2(nu+v)q$. Expanding the deviations of $x_i^2$ from $q$ gives
$$\sum_i(x_i^2-q)=S-nq,\qquad \sum_i(x_i^2-q)^2=Q-2qS+nq^2 .$$
Hence
$$u(S-nq)^2+v(Q-2qS+nq^2)=uS^2+vQ-2(nu+v)qS+n(nu+v)q^2 .$$
The term linear in $S$ is $aS$, so
$$F=-n(nu+v)q^2+u\Big(\sum_i(x_i^2-q)\Big)^2+v\sum_i(x_i^2-q)^2 .$$
In the code, `h1` and `h2` are the two expansions, and `ring` does the remaining algebra.

```lean
/-- If `a = -2(u+v)r`, the free energy is a constant plus `u+v` times the square of `|x|² - r` and
`-v` times a term that couples different components. -/
theorem landau_axis_form {r : ℝ} (hr : a = -2 * (u + v) * r) (x : Fin n → ℝ) :
    landau a u v x = -((u + v) * r ^ 2) + (u + v) * ((∑ i, x i ^ 2) - r) ^ 2
      + -v * ∑ i, x i ^ 2 * ((∑ j, x j ^ 2) - x i ^ 2) := by
  have h1 : ∑ i, x i ^ 2 * ((∑ j, x j ^ 2) - x i ^ 2)
      = (∑ i, x i ^ 2) * (∑ i, x i ^ 2) - ∑ i, x i ^ 4 := by
    rw [Finset.sum_mul, ← Finset.sum_sub_distrib]
    exact Finset.sum_congr rfl fun i _ => by ring
  rw [landau, h1, hr]
  ring
```

Suppose instead that $a=-2(u+v)r$. Define
$$W=\sum_i x_i^2(S-x_i^2)=S^2-Q ,$$
which measures how far the order is shared between components. Substituting $Q=S^2-W$ gives $F=aS+(u+v)S^2-vW$, and completing the square in $S$ yields
$$F=-(u+v)r^2+(u+v)(S-r)^2+(-v)W .$$

## Positive anisotropy selects the diagonals

```lean
/-- For `a < 0`, `v > 0` and `nu + v > 0`, the global minimizers are exactly the points
with all `xᵢ² = -a/(2(nu+v))`. -/
theorem diagonal_minimizers (ha : a < 0) (hv : 0 < v) (hs : 0 < n * u + v)
    (x : Fin n → ℝ) :
    IsGlobalMin a u v x ↔ ∀ i, x i ^ 2 = -a / (2 * (n * u + v)) := by
  obtain ⟨q, hq⟩ : ∃ q, q = -a / (2 * (n * u + v)) := ⟨_, rfl⟩
  have hq0 : 0 < q := by rw [hq]; exact div_pos (by linarith) (by linarith)
  have haq : a = -2 * (n * u + v) * q := by
    linear_combination (eq_div_iff (mul_pos two_pos hs).ne').1 hq
  rw [← hq]
  -- Cauchy-Schwarz controls the first square when `u` is negative
  have cs : ∀ f : Fin n → ℝ, (∑ i, f i) ^ 2 ≤ n * ∑ i, f i ^ 2 := fun f => by
    simpa using sq_sum_le_card_mul_sum_sq (s := Finset.univ) (f := f)
  obtain ⟨c, hc, hcT⟩ : ∃ c : ℝ, 0 < c ∧
      ∀ D T : ℝ, D ^ 2 ≤ n * T → c * T ≤ u * D ^ 2 + v * T := by
    rcases le_total 0 u with hu | hu
    · exact ⟨v, hv, fun D T _ => by linarith [mul_nonneg hu (sq_nonneg D)]⟩
    · exact ⟨n * u + v, hs, fun D T h => by
        linarith [mul_le_mul_of_nonpos_left h hu]⟩
  have low := fun y : Fin n → ℝ => hcT _ _ (cs fun i => y i ^ 2 - q)
  constructor
  · intro h i
    -- compare with a point on the diagonal
    have hy : landau a u v (fun _ : Fin n => √q) = -(n * (n * u + v) * q ^ 2) := by
      rw [landau_diagonal_form haq]
      simp [Real.sq_sqrt hq0.le]
    have h1 := h fun _ => √q
    rw [hy, landau_diagonal_form haq x] at h1
    have hT : ∑ i, (x i ^ 2 - q) ^ 2 ≤ 0 := by
      by_contra ht
      linarith [mul_pos hc (not_le.1 ht), low x]
    have hi : (x i ^ 2 - q) ^ 2 ≤ ∑ i, (x i ^ 2 - q) ^ 2 :=
      Finset.single_le_sum (f := fun i => (x i ^ 2 - q) ^ 2)
        (fun j _ => sq_nonneg _) (Finset.mem_univ i)
    exact sub_eq_zero.1 ((pow_eq_zero_iff two_ne_zero).1
      (le_antisymm (hi.trans hT) (sq_nonneg _)))
  · intro h y
    have hx : landau a u v x = -(n * (n * u + v) * q ^ 2) := by
      rw [landau_diagonal_form haq]
      simp [h]
    have hT : 0 ≤ ∑ i, (y i ^ 2 - q) ^ 2 := Finset.sum_nonneg fun i _ => sq_nonneg _
    rw [hx, landau_diagonal_form haq y]
    linarith [mul_nonneg hc.le hT, low y]
```

The statement is an equivalence, `↔`: $x$ is a global minimizer if and only if every component satisfies $x_i^2=q$, with $q=-a/(2(nu+v))>0$. The condition $nu+v>0$ expresses stability: on a diagonal, for $n\ge1$, the quartic energy is $(u+v/n)S^2$, which must be positive to stop the growth of the order. Negative $u$ is allowed within this bound.

Write $D=\sum_i(x_i^2-q)$ and $T=\sum_i(x_i^2-q)^2$. By the first square form, the energy above the constant is $uD^2+vT$. Cauchy–Schwarz (`cs`) gives $D^2\le nT$. If $u\ge0$, the excess is at least $vT$; if $u\le0$, it is at least $(nu+v)T$. Either way it is at least $cT$ with some $c>0$, which is what `low` records.

`constructor` splits the equivalence into its two directions. If $x$ is a minimizer, compare it with the point whose components all equal $\sqrt q$, where the excess is zero. Then $cT\le0$, so $T=0$, and each square in $T$ vanishes: $x_i^2=q$. Conversely, if every $x_i^2=q$, then $x$ attains the constant, and no $y$ lies below it because $cT\ge0$ there too.

## Negative anisotropy selects the axes

```lean
/-- For `a < 0`, `v < 0`, `u + v > 0` and `n ≥ 1`, the global minimizers are exactly the
points on a coordinate axis with squared length `-a/(2(u+v))`. -/
theorem axis_minimizers (hn : 0 < n) (ha : a < 0) (hv : v < 0) (hs : 0 < u + v)
    (x : Fin n → ℝ) : IsGlobalMin a u v x ↔
      ∃ i, x i ^ 2 = -a / (2 * (u + v)) ∧ ∀ j, j ≠ i → x j = 0 := by
  obtain ⟨r, hr⟩ : ∃ r, r = -a / (2 * (u + v)) := ⟨_, rfl⟩
  have hr0 : 0 < r := by rw [hr]; exact div_pos (by linarith) (by linarith)
  have har : a = -2 * (u + v) * r := by
    linear_combination (eq_div_iff (mul_pos two_pos hs).ne').1 hr
  rw [← hr]
  have val : ∀ y : Fin n → ℝ, (∃ i, y i ^ 2 = r ∧ ∀ j, j ≠ i → y j = 0) →
      landau a u v y = -((u + v) * r ^ 2) := by
    rintro y ⟨i, hi, h0⟩
    have h2 : ∑ j, y j ^ 2 = r :=
      (Finset.sum_eq_single i (fun j _ hj => by simp [h0 j hj]) (by simp)).trans hi
    have h4 : ∑ j, y j ^ 4 = r ^ 2 :=
      (Finset.sum_eq_single i (fun j _ hj => by simp [h0 j hj]) (by simp)).trans
        (by rw [← hi]; ring)
    rw [landau, h2, h4, har]
    ring
  have hT : ∀ (y : Fin n → ℝ) (i : Fin n), 0 ≤ y i ^ 2 * ((∑ j, y j ^ 2) - y i ^ 2) :=
    fun y i => mul_nonneg (sq_nonneg _) (sub_nonneg.2
      (Finset.single_le_sum (f := fun j => y j ^ 2) (fun j _ => sq_nonneg _)
        (Finset.mem_univ i)))
  have hA := fun y : Fin n → ℝ => mul_nonneg hs.le (sq_nonneg ((∑ i, y i ^ 2) - r))
  have hB := fun y : Fin n → ℝ =>
    mul_nonneg (neg_pos.2 hv).le (Finset.sum_nonneg fun i (_ : i ∈ Finset.univ) => hT y i)
  constructor
  · intro h
    -- compare with a point on an axis: both excess terms must vanish
    obtain ⟨k⟩ : Nonempty (Fin n) := ⟨⟨0, hn⟩⟩
    have hk : landau a u v (fun j : Fin n => if j = k then √r else 0)
        = -((u + v) * r ^ 2) :=
      val _ ⟨k, by simp [Real.sq_sqrt hr0.le], fun j hj => by simp [hj]⟩
    have h1 := h fun j => if j = k then √r else 0
    rw [hk, landau_axis_form har x] at h1
    have hS := (mul_eq_zero.1 (le_antisymm (by linarith [hB x]) (hA x))).resolve_left hs.ne'
    have hS' : ∑ i, x i ^ 2 = r := sub_eq_zero.1 ((pow_eq_zero_iff two_ne_zero).1 hS)
    have hW := (mul_eq_zero.1 (le_antisymm (by linarith [hA x]) (hB x))).resolve_left
      (neg_pos.2 hv).ne'
    obtain ⟨i, hi⟩ : ∃ i, x i ≠ 0 := by
      by_contra hall
      push Not at hall
      have hz : ∑ i, x i ^ 2 = 0 := by simp [hall]
      linarith
    have hi2 := (mul_eq_zero.1 ((Finset.sum_eq_zero_iff_of_nonneg
      (fun i _ => hT x i)).1 hW i (Finset.mem_univ i))).resolve_left (pow_ne_zero 2 hi)
    refine ⟨i, by linarith, fun j hj => ?_⟩
    -- one component already exhausts the norm
    have he : x i ^ 2 + ∑ k ∈ Finset.univ.erase i, x k ^ 2 = ∑ k, x k ^ 2 :=
      Finset.add_sum_erase Finset.univ (fun k => x k ^ 2) (Finset.mem_univ i)
    have hj2 : x j ^ 2 ≤ ∑ k ∈ Finset.univ.erase i, x k ^ 2 :=
      Finset.single_le_sum (f := fun k => x k ^ 2) (fun k _ => sq_nonneg _)
        (Finset.mem_erase.2 ⟨hj, Finset.mem_univ j⟩)
    exact (pow_eq_zero_iff two_ne_zero).1 (le_antisymm (by linarith) (sq_nonneg _))
  · intro h y
    rw [val x h, landau_axis_form har y]
    linarith [hA y, hB y]
```

The right-hand side reads: there is an index $i$ with $x_i^2=r$, where $r=-a/(2(u+v))$, and every other component is zero. The condition $u+v>0$ is again stability, since the quartic energy along an axis is $(u+v)S^2$. The hypothesis `hn` says $n\ge1$, so that an axis exists.

In the second square form both excess terms are nonnegative. The radial one is a positive multiple of a square (`hA`). In the other, $-v>0$ and each summand of $W$ is nonnegative because $x_i^2\le S$ (`hT`, `hB`). An axis point with $S=r$ has energy $-(u+v)r^2$, as `val` shows, so it is a minimizer.

For the other direction, compare a minimizer $x$ with such an axis point. The excess must be zero, so both terms vanish: $S=r$ and $W=0$. Since $r>0$, some $x_i\ne0$. Its summand in $W$ is zero, which forces $x_i^2=S=r$. The squares of the remaining components then add up to zero, so each of those components is zero. The lines `he` and `hj2` carry out this last step by separating the index $i$ from the sum.

## Counting the degenerate states

```lean
/-- For `a < 0`, `v > 0` and `nu + v > 0` there are exactly `2ⁿ` global minimizers. -/
theorem diagonal_count (ha : a < 0) (hv : 0 < v) (hs : 0 < n * u + v) :
    {x : Fin n → ℝ | IsGlobalMin a u v x}.ncard = 2 ^ n := by
  obtain ⟨q, hq⟩ : ∃ q, q = -a / (2 * (n * u + v)) := ⟨_, rfl⟩
  have hq0 : 0 < q := by rw [hq]; exact div_pos (by linarith) (by linarith)
  have hset : {x : Fin n → ℝ | IsGlobalMin a u v x}
      = (fun (s : Fin n → Bool) i => branch q (s i)) '' Set.univ := by
    ext x
    rw [Set.mem_ofPred_eq, diagonal_minimizers ha hv hs, ← hq]
    constructor
    · intro h
      choose s h' using fun i => (sq_eq_iff_branch hq0.le _).1 (h i)
      exact ⟨s, Set.mem_univ _, funext fun i => (h' i).symm⟩
    · rintro ⟨s, -, rfl⟩ i
      exact (sq_eq_iff_branch hq0.le _).2 ⟨s i, rfl⟩
  rw [hset, Set.ncard_image_of_injective _
    (fun s t h => funext fun i => branch_injective hq0 (congrFun h i)), Set.ncard_univ]
  simp [Nat.card_eq_fintype_card]
```

`ncard` is the number of elements of a set. It would return zero for an infinite set, but the values found here and in the next theorem are positive, so both sets are finite.

A minimizer is built by choosing a sign for each component: a function `s : Fin n → Bool` gives $x_i=\pm\sqrt q$. The block `hset` shows that these choices produce all minimizers and nothing else; `choose` collects the individual signs into one function. Different sign patterns give different points, so there are $2^n$ of them.

```lean
/-- For `a < 0`, `v < 0`, `u + v > 0` and `n ≥ 1` there are exactly `2n` global
minimizers. -/
theorem axis_count (hn : 0 < n) (ha : a < 0) (hv : v < 0) (hs : 0 < u + v) :
    {x : Fin n → ℝ | IsGlobalMin a u v x}.ncard = 2 * n := by
  obtain ⟨r, hr⟩ : ∃ r, r = -a / (2 * (u + v)) := ⟨_, rfl⟩
  have hr0 : 0 < r := by rw [hr]; exact div_pos (by linarith) (by linarith)
  have hset : {x : Fin n → ℝ | IsGlobalMin a u v x}
      = (fun (p : Fin n × Bool) k => if k = p.1 then branch r p.2 else 0) '' Set.univ := by
    ext x
    rw [Set.mem_ofPred_eq, axis_minimizers hn ha hv hs, ← hr]
    constructor
    · rintro ⟨i, hi, h0⟩
      obtain ⟨b, hb⟩ := (sq_eq_iff_branch hr0.le _).1 hi
      refine ⟨(i, b), Set.mem_univ _, funext fun k => ?_⟩
      by_cases hk : k = i
      · simp [hk, hb]
      · simp [hk, h0 k hk]
    · rintro ⟨⟨i, b⟩, -, rfl⟩
      exact ⟨i, (sq_eq_iff_branch hr0.le _).2 ⟨b, by simp⟩, fun j hj => by simp [hj]⟩
  rw [hset, Set.ncard_image_of_injective, Set.ncard_univ]
  · simp [Nat.card_eq_fintype_card, mul_comm]
  · rintro ⟨i, b⟩ ⟨j, c⟩ h
    have hi := congrFun h i
    by_cases hij : i = j
    · subst hij
      have hbc : branch r b = branch r c := by simpa using hi
      rw [branch_injective hr0 hbc]
    · have h0 : branch r b = 0 := by simpa [hij] using hi
      have h2 := (sq_eq_iff_branch hr0.le (branch r b)).2 ⟨b, rfl⟩
      rw [h0] at h2
      linarith

end

end CubicAnisotropy
```

Here the label is a pair: an axis $i$ and a sign $b$. There are $n\cdot2$ pairs, and each gives the point with $\pm\sqrt r$ in position $i$ and zeros elsewhere. Suppose that two pairs give the same point. If their axes differed, component $i$ would be both $\pm\sqrt r$ and zero, contradicting $r>0$. So the axes agree, and then so do the signs.

## From the polynomial to a crystal

The step left to physics is to identify the minimizer of this polynomial with the equilibrium state of a material, which neglects fluctuations, spatial variation and higher-order terms. Within that restriction, the case $n=3$ applies to electronic-structure studies of ferroelectrics with a centrosymmetric cubic parent phase: if computed energies of a uniform polar distortion at fixed cubic cell are fitted to this fourth-order form, and the fit has $a<0$, $v\ne0$ and satisfies the stability condition for its sign of $v$, then that sign tells whether the fitted minimum lies along a body diagonal or a cube edge.

```lean
#print axioms CubicAnisotropy.axis_minimizers
#print axioms CubicAnisotropy.diagonal_count
#print axioms CubicAnisotropy.axis_count
```

```
'CubicAnisotropy.axis_minimizers' depends on axioms: [propext, Classical.choice, Quot.sound]
'CubicAnisotropy.diagonal_count' depends on axioms: [propext, Classical.choice, Quot.sound]
'CubicAnisotropy.axis_count' depends on axioms: [propext, Classical.choice, Quot.sound]
```
